# Kramers degeneracy for an odd number of spins 1/2 with real anisotropic exchange

Before a weak magnetic field is applied as a perturbation to an energy level of a spin cluster, one has to know how many states the level contains. If the cluster consists of an odd number $N$ of spins 1/2, and its Hamiltonian is a real combination of products of components of two different spins, the answer is at least two. The first-order shifts then come from diagonalising the field term within the whole level, not from its expectation value in one computed eigenvector. Given an eigenvector $v$, a second one orthogonal to it is $\Theta v=(i\sigma_y)^{\otimes N}\bar v$, where the bar is complex conjugation in the up/down basis.

```lean
import Mathlib

open Matrix
open scoped ComplexOrder

namespace KramersExchange

noncomputable section
```

## Spins and their exchange coupling

A configuration $s$ assigns to each spin $k$ a value $s_k$, with 0 for up and 1 for down. A state is a complex amplitude $\psi(s)$ for each configuration, not necessarily normalised. The inner product is $\langle\varphi,\psi\rangle=\sum_s\overline{\varphi(s)}\,\psi(s)$, written `star φ ⬝ᵥ ψ` in Lean.

```lean
/-- States of `N` spins 1/2: one complex amplitude for each configuration, with `0` for spin up
and `1` for spin down. -/
abbrev State (N : ℕ) := (Fin N → Fin 2) → ℂ
```

The index $a=0,1,2$ stands for the axes $x,y,z$, so $\sigma_y$ is `pauli 1`.

```lean
/-- The Pauli matrices `σ_x, σ_y, σ_z`, numbered `0, 1, 2`. -/
def pauli : Fin 3 → Matrix (Fin 2) (Fin 2) ℂ :=
  ![!![0, 1; 1, 0], !![0, -Complex.I; Complex.I, 0], !![1, 0; 0, -1]]
```

Write $s^{i\to t}$ for the configuration $s$ with the value of spin $i$ replaced by $t$; this is `Function.update s i t`. In units with $\hbar=1$, the spin component acts as

$$(S_{ia}\psi)(s)=\tfrac12\sum_t(\sigma_a)_{s_i t}\,\psi(s^{i\to t}).$$

The two fields after the formula in the code verify that this map is linear.

```lean
/-- The spin component `S_ia`: half the Pauli matrix `σ_a` acting on spin `i`. -/
def spin {N : ℕ} (i : Fin N) (a : Fin 3) : Module.End ℂ (State N) where
  toFun ψ s := ∑ t, 1 / 2 * pauli a (s i) t * ψ (Function.update s i t)
  map_add' φ ψ := by
    ext s
    simp only [Pi.add_apply, mul_add, Finset.sum_add_distrib]
  map_smul' c ψ := by
    ext s
    simp only [Pi.smul_apply, smul_eq_mul, Finset.mul_sum, RingHom.id_apply]
    exact Finset.sum_congr rfl fun t _ => by ring
```

The Hamiltonian is

$$H=\sum_{i}\sum_{j\ne i}\sum_{a,b}J_{ijab}\,S_{ia}S_{jb},\qquad J_{ijab}\in\mathbb R.$$

Each pair of spins occurs in both orders, so its physical coupling is $J_{ijab}+J_{jiba}$. Heisenberg, Dzyaloshinskii–Moriya and symmetric anisotropic exchange are all special cases. A magnetic field is absent, since it would add terms linear in the spins. For $N=1$ there are no pairs and $H=0$.

The restriction $j\neq i$ keeps $H$ Hermitian. If terms with $i=j$ and arbitrary real coefficients were admitted, the theorem as stated would fail: for one spin, $S_xS_y=\tfrac i2S_z$ has the two simple eigenvalues $\pm\tfrac i4$. This operator is not Hermitian, so it is not a physical Hamiltonian. Same-site terms whose sum is Hermitian only add a constant to $H$ and leave the degeneracy intact.

```lean
/-- Anisotropic exchange: the sum of `J_ijab S_ia S_jb` over all pairs of different spins, with
real couplings. -/
def hamiltonian {N : ℕ} (J : Fin N → Fin N → Fin 3 → Fin 3 → ℝ) : Module.End ℂ (State N) :=
  ∑ i, ∑ j ∈ Finset.univ.erase i, ∑ a, ∑ b, (J i j a b : ℂ) • (spin i a * spin j b)
```

## Time reversal as a signed spin flip

Time reversal is defined by the matrix elements of the tensor power:

$$(\Theta\psi)(s)=\sum_t\prod_k(i\sigma_y)_{s_kt_k}\,\overline{\psi(t)}.$$

It is conjugate-linear, $\Theta(c\psi)=\bar c\,\Theta\psi$, which Lean records in the arrow `→ₛₗ[starRingEnd ℂ]`.

```lean
/-- Time reversal: complex conjugation followed by the `N`-fold tensor power of `i σ_y`. -/
def timeReversal {N : ℕ} : State N →ₛₗ[starRingEnd ℂ] State N where
  toFun ψ s := ∑ t : Fin N → Fin 2, (∏ k, Complex.I * pauli 1 (s k) (t k)) * star (ψ t)
  map_add' φ ψ := by
    ext s
    simp only [Pi.add_apply, star_add, mul_add, Finset.sum_add_distrib]
  map_smul' c ψ := by
    ext s
    simp only [Pi.smul_apply, smul_eq_mul, star_mul', Finset.mul_sum, starRingEnd_apply]
    exact Finset.sum_congr rfl fun t _ => by ring
```

Since $i\sigma_y=\begin{pmatrix}0&1\\-1&0\end{pmatrix}$, its nonzero entries are signs. Let $\eta(0)=1$ and $\eta(1)=-1$.

```lean
/-- The sign `+1` for spin up and `-1` for spin down. -/
def spinSign : Fin 2 → ℂ := ![1, -1]
```

Write $\bar s$ for the configuration with every spin flipped, $\bar s_k=1-s_k$, which is `Fin.rev` applied to each value. The diagonal of $i\sigma_y$ vanishes, so a configuration $t$ that agrees with $s$ at any spin contributes nothing. Only $t=\bar s$ survives, and

$$(\Theta\psi)(s)=\prod_k\eta(s_k)\;\overline{\psi(\bar s)}.$$

In the proof, `Finset.sum_eq_single` isolates this term.

```lean
/-- Time reversal flips every spin, conjugates the amplitude and gives a factor `-1` for each
down spin of the configuration at which the new state is evaluated. -/
theorem timeReversal_apply {N : ℕ} (ψ : State N) (s : Fin N → Fin 2) :
    timeReversal ψ s = (∏ k, spinSign (s k)) * star (ψ fun k => Fin.rev (s k)) := by
  have hflip : ∀ x : Fin 2, Complex.I * pauli 1 x (Fin.rev x) = spinSign x := by
    rw [Fin.forall_fin_two, show Fin.rev (0 : Fin 2) = 1 from rfl,
      show Fin.rev (1 : Fin 2) = 0 from rfl]
    simp [pauli, spinSign]
  have hdiag : ∀ x : Fin 2, pauli 1 x x = 0 := by
    rw [Fin.forall_fin_two]
    simp [pauli]
  have hne : ∀ x y : Fin 2, y ≠ Fin.rev x → y = x := by decide
  change ∑ t : Fin N → Fin 2, (∏ k, Complex.I * pauli 1 (s k) (t k)) * star (ψ t) = _
  -- only the fully flipped configuration contributes
  rw [Finset.sum_eq_single (fun k => Fin.rev (s k))]
  · simp only [hflip]
  · intro t _ ht
    obtain ⟨k, hk⟩ := Function.ne_iff.mp ht
    rw [Finset.prod_eq_zero (Finset.mem_univ k), zero_mul]
    rw [hne _ _ hk, hdiag, mul_zero]
  · intro h
    exact absurd (Finset.mem_univ _) h
```

Applying the formula twice restores the configuration and the amplitude and leaves one factor $\eta(s_k)\eta(\bar s_k)=-1$ for each spin:

$$(\Theta^2\psi)(s)=\prod_k\eta(s_k)\eta(\bar s_k)\;\psi(s)=(-1)^N\psi(s).$$

```lean
/-- Applying time reversal twice to `N` spins 1/2 multiplies the state by `(-1)^N`. -/
theorem timeReversal_sq {N : ℕ} (ψ : State N) :
    timeReversal (timeReversal ψ) = (-1 : ℂ) ^ N • ψ := by
  have h : ∀ x : Fin 2, spinSign x * star (spinSign (Fin.rev x)) = -1 := by
    rw [Fin.forall_fin_two, show Fin.rev (0 : Fin 2) = 1 from rfl,
      show Fin.rev (1 : Fin 2) = 0 from rfl]
    simp [spinSign]
  ext s
  simp only [timeReversal_apply, Fin.rev_rev, star_mul', star_star, star_prod]
  rw [← mul_assoc, ← Finset.prod_mul_distrib]
  simp only [h, Finset.prod_const, Finset.card_univ, Fintype.card_fin, Pi.smul_apply,
    smul_eq_mul]
```

In an inner product of two reversed states the signs square to one, and relabelling $\bar s$ as $s$ gives

$$\langle\Theta\varphi,\Theta\psi\rangle=\sum_s\varphi(\bar s)\,\overline{\psi(\bar s)}=\langle\psi,\varphi\rangle.$$

The order on the right is easily written the wrong way round, as if $\Theta$ were unitary. With $\langle\varphi,\psi\rangle$ there, the orthogonality argument below would show only that the real part of the overlap vanishes.

The relabelling is the step `Fintype.sum_equiv`, applied to the flip as an involution.

```lean
/-- Time reversal is antiunitary: it exchanges the two states in an inner product. -/
theorem inner_timeReversal {N : ℕ} (φ ψ : State N) :
    star (timeReversal φ) ⬝ᵥ timeReversal ψ = star ψ ⬝ᵥ φ := by
  have h : ∀ x : Fin 2, star (spinSign x) * spinSign x = 1 := by
    rw [Fin.forall_fin_two]
    simp [spinSign]
  have hinv : Function.Involutive (fun (s : Fin N → Fin 2) k => Fin.rev (s k)) := by
    intro s
    simp only [Fin.rev_rev]
  simp only [dotProduct, Pi.star_apply]
  refine Fintype.sum_equiv hinv.toPerm _ _ fun s => ?_
  change _ = star (ψ fun k => Fin.rev (s k)) * φ fun k => Fin.rev (s k)
  have hP : star (∏ k, spinSign (s k)) * ∏ k, spinSign (s k) = 1 := by
    rw [star_prod, ← Finset.prod_mul_distrib]
    simp only [h, Finset.prod_const_one]
  simp only [timeReversal_apply, star_mul', star_star]
  linear_combination (φ fun k => Fin.rev (s k)) * star (ψ fun k => Fin.rev (s k)) * hP
```

## Every spin component changes sign

For a single spin, $(i\sigma_y)\,\overline{\sigma_a}=-\sigma_a\,(i\sigma_y)$. The matrices $\sigma_x$ and $\sigma_z$ are real and anticommute with $\sigma_y$, while $\sigma_y$ commutes with itself but is imaginary. In components, with $\bar t=1-t$,

$$\eta(x)\,\overline{(\sigma_a)_{\bar x\bar t}}=-(\sigma_a)_{xt}\,\eta(t).$$

Let $P=\prod_{k\ne i}\eta(s_k)$ collect the signs of the other spins. Then

$$\begin{aligned}(\Theta S_{ia}\psi)(s)&=\tfrac12P\sum_t\eta(s_i)\,\overline{(\sigma_a)_{\bar s_i\bar t}}\;\overline{\psi(\bar s^{\,i\to\bar t})}\\&=-\tfrac12\sum_t(\sigma_a)_{s_it}\,\eta(t)P\;\overline{\psi(\bar s^{\,i\to\bar t})}=-(S_{ia}\Theta\psi)(s).\end{aligned}$$

The last equality holds because flipping $s^{i\to t}$ gives $\bar s^{\,i\to\bar t}$. In Lean, `T` is the one-spin identity for the two values of $t$, `hs` and `hu` split off the sign of spin $i$, and `hf` is the statement about flipped configurations. The closing `linear_combination` adds the two cases of `T`.

```lean
/-- Time reversal reverses every component of every spin. -/
theorem timeReversal_spin {N : ℕ} (i : Fin N) (a : Fin 3) (ψ : State N) :
    timeReversal (spin i a ψ) = -spin i a (timeReversal ψ) := by
  have r0 : Fin.rev (0 : Fin 2) = 1 := rfl
  have r1 : Fin.rev (1 : Fin 2) = 0 := rfl
  -- the one-spin relation between `i σ_y`, `σ_a` and its conjugate
  have T : ∀ x : Fin 2,
      spinSign x * star (pauli a (Fin.rev x) 1) = -(pauli a x 0 * spinSign 0) ∧
      spinSign x * star (pauli a (Fin.rev x) 0) = -(pauli a x 1 * spinSign 1) := by
    rw [Fin.forall_fin_two, r0, r1]
    fin_cases a <;> simp [pauli, spinSign]
  ext s
  have hs : ∏ k, spinSign (s k) =
      spinSign (s i) * ∏ k ∈ Finset.univ.erase i, spinSign (s k) :=
    (Finset.mul_prod_erase _ (fun k => spinSign (s k)) (Finset.mem_univ i)).symm
  have hu : ∀ t, ∏ k, spinSign (Function.update s i t k) =
      spinSign t * ∏ k ∈ Finset.univ.erase i, spinSign (s k) := by
    intro t
    rw [← Finset.mul_prod_erase _ _ (Finset.mem_univ i), Function.update_self]
    congr 1
    refine Finset.prod_congr rfl fun k hk => ?_
    rw [Function.update_of_ne (Finset.ne_of_mem_erase hk)]
  have hf : ∀ t, (fun k => Fin.rev (Function.update s i t k)) =
      Function.update (fun k => Fin.rev (s k)) i (Fin.rev t) := by
    intro t
    funext k
    by_cases hk : k = i
    · subst hk
      simp only [Function.update_self]
    · simp only [Function.update_of_ne hk]
  have h2 : star (1 / 2 : ℂ) = 1 / 2 := by simp
  simp only [timeReversal_apply, Pi.neg_apply, spin, LinearMap.coe_mk, AddHom.coe_mk, hu, hf,
    hs, Fin.sum_univ_two, r0, r1, star_add, star_mul', h2]
  linear_combination
    1 / 2 * (∏ k ∈ Finset.univ.erase i, spinSign (s k)) *
      star (ψ (Function.update (fun k => Fin.rev (s k)) i 1)) * (T (s i)).1 +
    1 / 2 * (∏ k ∈ Finset.univ.erase i, spinSign (s k)) *
      star (ψ (Function.update (fun k => Fin.rev (s k)) i 0)) * (T (s i)).2
```

## The Hamiltonian is Hermitian

For one component,

$$\langle\varphi,S_{ia}\psi\rangle=\tfrac12\sum_{s,t}\overline{\varphi(s)}\,(\sigma_a)_{s_it}\,\psi(s^{i\to t}).$$

Take $s'=s^{i\to t}$ and $t'=s_i$ as new summation variables, so that $s=s'^{\,i\to t'}$ and $t=s'_i$. Because $(\sigma_a)_{t's'_i}=\overline{(\sigma_a)_{s'_it'}}$, the sum becomes $\langle S_{ia}\varphi,\psi\rangle$. The exchange of old and new value is the involution `hinv`.

```lean
/-- Every spin component is a Hermitian operator. -/
theorem spin_symmetric {N : ℕ} (i : Fin N) (a : Fin 3) (φ ψ : State N) :
    star φ ⬝ᵥ spin i a ψ = star (spin i a φ) ⬝ᵥ ψ := by
  have hp : ∀ x y, star (pauli a x y) = pauli a y x := by
    intro x y
    fin_cases a <;> fin_cases x <;> fin_cases y <;> simp [pauli]
  have h2 : star (1 / 2 : ℂ) = 1 / 2 := by simp
  -- exchange the old and the new value of spin `i`
  have hinv : Function.Involutive
      (fun p : (Fin N → Fin 2) × Fin 2 => (Function.update p.1 i p.2, p.1 i)) := by
    intro p
    simp
  simp only [dotProduct, Pi.star_apply, spin, LinearMap.coe_mk, AddHom.coe_mk,
    Finset.mul_sum, star_sum, Finset.sum_mul]
  rw [← Fintype.sum_prod_type', ← Fintype.sum_prod_type']
  refine Fintype.sum_equiv hinv.toPerm _ _ ?_
  rintro ⟨s, t⟩
  change star (φ s) * (1 / 2 * pauli a (s i) t * ψ (Function.update s i t)) =
    star (1 / 2 * pauli a (Function.update s i t i) (s i) *
      φ (Function.update (Function.update s i t) i (s i))) * ψ (Function.update s i t)
  rw [Function.update_self, Function.update_idem, Function.update_eq_self, star_mul', star_mul',
    hp, h2]
  ring
```

For $i\neq j$, replacing the value of one spin leaves the other alone, and both orders of the operators give

$$\tfrac14\sum_{t,u}(\sigma_a)_{s_it}\,(\sigma_b)_{s_ju}\,\psi\big((s^{i\to t})^{j\to u}\big).$$

Hence $S_{ia}$ and $S_{jb}$ commute.

```lean
/-- Components of two different spins commute. -/
theorem spin_comm {N : ℕ} {i j : Fin N} (hij : i ≠ j) (a b : Fin 3) (ψ : State N) :
    spin i a (spin j b ψ) = spin j b (spin i a ψ) := by
  ext s
  simp only [spin, LinearMap.coe_mk, AddHom.coe_mk, Finset.mul_sum]
  rw [Finset.sum_comm]
  refine Finset.sum_congr rfl fun u _ => Finset.sum_congr rfl fun t _ => ?_
  rw [Function.update_of_ne hij.symm, Function.update_of_ne hij, Function.update_comm hij]
  ring
```

Moving the two factors across the inner product one at a time reverses their order, and commutation restores it:

$$\langle\varphi,S_{ia}S_{jb}\psi\rangle=\langle S_{jb}S_{ia}\varphi,\psi\rangle=\langle S_{ia}S_{jb}\varphi,\psi\rangle.$$

Since each $J_{ijab}$ is real, summation gives $\langle\varphi,H\psi\rangle=\langle H\varphi,\psi\rangle$.

```lean
/-- The anisotropic exchange Hamiltonian is Hermitian. -/
theorem hamiltonian_symmetric {N : ℕ} (J : Fin N → Fin N → Fin 3 → Fin 3 → ℝ)
    (φ ψ : State N) : star φ ⬝ᵥ hamiltonian J ψ = star (hamiltonian J φ) ⬝ᵥ ψ := by
  simp only [hamiltonian, LinearMap.sum_apply, LinearMap.smul_apply, Module.End.mul_apply,
    star_sum, dotProduct_sum, sum_dotProduct, star_smul, dotProduct_smul, smul_dotProduct]
  refine Finset.sum_congr rfl fun i _ => Finset.sum_congr rfl fun j hj =>
    Finset.sum_congr rfl fun a _ => Finset.sum_congr rfl fun b _ => ?_
  rw [spin_symmetric i a φ, spin_symmetric j b (spin i a φ),
    spin_comm (Finset.ne_of_mem_erase hj).symm a b φ, Complex.star_def, Complex.conj_ofReal]
```

## The Hamiltonian commutes with time reversal

Each term contains two spin components, so the two minus signs cancel, and a real coefficient is unchanged by conjugation:

$$\Theta\,J_{ijab}S_{ia}S_{jb}\psi=J_{ijab}\,(-1)^2S_{ia}S_{jb}\,\Theta\psi.$$

Summing gives $\Theta H\psi=H\Theta\psi$.

```lean
/-- Anisotropic exchange with real couplings commutes with time reversal. -/
theorem timeReversal_hamiltonian {N : ℕ} (J : Fin N → Fin N → Fin 3 → Fin 3 → ℝ)
    (ψ : State N) : timeReversal (hamiltonian J ψ) = hamiltonian J (timeReversal ψ) := by
  simp only [hamiltonian, LinearMap.sum_apply, LinearMap.smul_apply, Module.End.mul_apply,
    map_sum, map_smulₛₗ, timeReversal_spin, map_neg, neg_neg, Complex.conj_ofReal]
```

## The reversed eigenvector is an orthogonal partner

Let $N$ be odd, $v\neq0$ and $Hv=Ev$, with $E$ a complex number to begin with. Hermiticity gives $E\langle v,v\rangle=\bar E\langle v,v\rangle$, and $\langle v,v\rangle\ne0$, so $E$ is real. Therefore

$$H\Theta v=\Theta Hv=\Theta(Ev)=\bar E\,\Theta v=E\,\Theta v.$$

For odd $N$ we have $\Theta^2v=-v$. If $\Theta v$ were zero, $v$ would be zero too. The inner-product rule, applied to $\Theta v$ and $v$, gives

$$\langle v,\Theta v\rangle=\langle\Theta^2v,\Theta v\rangle=-\langle v,\Theta v\rangle,$$

so the overlap vanishes. The theorem `kramers` states these three conclusions together: same eigenvalue, nonzero, orthogonal. Its hypotheses are `Odd N`, `v ≠ 0` and the eigenvalue equation.

In an electronic system, Kramers degeneracy comes from an odd number of electrons together with the time-reversal symmetry of the full electronic Hamiltonian. The theorem here concerns the finite spin model with bilinear exchange that may stand in for such a system.

```lean
/-- Kramers degeneracy: for an odd number of spins 1/2 with anisotropic exchange, the time
reverse of an eigenvector is a nonzero eigenvector with the same eigenvalue, orthogonal to it. -/
theorem kramers {N : ℕ} (hN : Odd N) (J : Fin N → Fin N → Fin 3 → Fin 3 → ℝ) {E : ℂ}
    {v : State N} (hv : v ≠ 0) (hE : hamiltonian J v = E • v) :
    hamiltonian J (timeReversal v) = E • timeReversal v ∧
      timeReversal v ≠ 0 ∧ star v ⬝ᵥ timeReversal v = 0 := by
  have hsq : timeReversal (timeReversal v) = -v := by
    rw [timeReversal_sq, hN.neg_one_pow, neg_one_smul]
  refine ⟨?_, ?_, ?_⟩
  · -- the eigenvalue is real because the Hamiltonian is Hermitian
    have hn : star v ⬝ᵥ v ≠ 0 := fun h => hv (dotProduct_star_self_eq_zero.mp h)
    have h := hamiltonian_symmetric J v v
    rw [hE, star_smul, dotProduct_smul, smul_dotProduct, smul_eq_mul, smul_eq_mul] at h
    have hreal : starRingEnd ℂ E = E := (mul_right_cancel₀ hn h).symm
    rw [← timeReversal_hamiltonian, hE, map_smulₛₗ, hreal]
  · intro h
    rw [h, map_zero] at hsq
    exact hv (neg_eq_zero.mp hsq.symm)
  · -- the overlap equals its own negative
    have h := inner_timeReversal (timeReversal v) v
    rw [hsq, star_neg, neg_dotProduct] at h
    linear_combination (-1 / 2 : ℂ) * h
```

## Each level has dimension at least two

Suppose $\alpha v+\beta\,\Theta v=0$. The inner product with $v$ leaves $\alpha\langle v,v\rangle=0$, so $\alpha=0$. Then $\beta\,\Theta v=0$ with $\Theta v\ne0$, so $\beta=0$. The eigenspace thus contains two linearly independent vectors.

In the code the coefficients are `a` and `b`, and `li` is the linear independence. The hypothesis `HasEigenvalue` says that $E$ has a nonzero eigenvector, and `Module.finrank` is the dimension of the eigenspace over the complex numbers. The bound does not exclude larger degeneracies.

```lean
/-- For an odd number of spins 1/2 with anisotropic exchange, every energy level is at least
twofold degenerate. -/
theorem two_le_degeneracy {N : ℕ} (hN : Odd N) (J : Fin N → Fin N → Fin 3 → Fin 3 → ℝ) {E : ℂ}
    (hE : Module.End.HasEigenvalue (hamiltonian J) E) :
    2 ≤ Module.finrank ℂ (Module.End.eigenspace (hamiltonian J) E) := by
  obtain ⟨v, hv⟩ := hE.exists_hasEigenvector
  obtain ⟨h1, h2, h3⟩ := kramers hN J hv.2 hv.apply_eq_smul
  have li : LinearIndependent ℂ
      ![(⟨v, hv.1⟩ : Module.End.eigenspace (hamiltonian J) E),
        ⟨timeReversal v, Module.End.mem_eigenspace_iff.mpr h1⟩] := by
    refine LinearIndependent.pair_iff.mpr fun a b hab => ?_
    have h : a • v + b • timeReversal v = 0 := congrArg Subtype.val hab
    -- project on `v` to isolate the first coefficient
    have hp : star v ⬝ᵥ (a • v + b • timeReversal v) = 0 := by rw [h, dotProduct_zero]
    rw [dotProduct_add, dotProduct_smul, dotProduct_smul, h3, smul_zero, add_zero,
      smul_eq_mul] at hp
    have ha : a = 0 := (mul_eq_zero.mp hp).resolve_right
      fun h0 => hv.2 (dotProduct_star_self_eq_zero.mp h0)
    rw [ha, zero_smul, zero_add] at h
    exact ⟨ha, (smul_eq_zero.mp h).resolve_right h2⟩
  simpa using li.fintype_card_le_finrank

end

end KramersExchange
```

```lean
#print axioms KramersExchange.kramers
#print axioms KramersExchange.two_le_degeneracy
```

```
'KramersExchange.kramers' depends on axioms: [propext, Classical.choice, Quot.sound]
'KramersExchange.two_le_degeneracy' depends on axioms: [propext, Classical.choice, Quot.sound]
```
